# A fully open channel has thermal conductance π²k²T/(3h) for fermions and for bosons at zero chemical potential

A channel that transmits perfectly at every energy has thermal conductance π²k²T/(3h), whether electrons or phonons carry the heat. Here k is Boltzmann's constant, h is Planck's constant and T is the temperature. I can't see why the two should agree. The Fermi function is bounded and the Bose function diverges at low energy; one integral runs over the whole line and the other over half of it. Is there a reason, or do two unrelated integrals happen to match?

## The Fermi kernel is a difference of two Bose kernels

There is a reason: an algebraic identity makes the Fermi integral over the half-line exactly half the Bose integral, and evenness doubles it. Write

F(x) = x² eˣ/(eˣ + 1)²,  B(x) = x² eˣ/(eˣ − 1)².

For x > 0, put q = e^(−x). Then

B(x) = x² q/(1 − q)² = Σ n x² e^(−nx), n ≥ 1.

Since ∫₀^∞ x² e^(−nx) dx = 2/n³, each term integrates to 2/n². The terms are nonnegative and their integrals are summable, so sum and integral may be exchanged:

∫₀^∞ B dx = 2 Σ 1/n² = 2 · π²/6 = π²/3.

Next, over the common denominator (e²ˣ − 1)²,

B(x) − B(2x) = x² eˣ [(eˣ + 1)² − 4eˣ]/(e²ˣ − 1)² = x² eˣ (eˣ − 1)²/(e²ˣ − 1)² = F(x).

At eˣ = 2, for instance, B(x) = 2x² and B(2x) = 16x²/9; their difference is 2x²/9, which is F(x).

Rescaling gives ∫₀^∞ B(2x) dx = π²/6, so ∫₀^∞ F dx = π²/3 − π²/6 = π²/6. As F is even, its integral over the real line is π²/3.

To reach the conductance, let a be the heat carried by a particle: E − μ for fermions with chemical potential μ, and E for bosons. With x = a/(kT), and s = 1 for fermions or s = −1 for bosons,

a ∂/∂T [1/(eˣ + s)] = k x² eˣ/(eˣ + s)².

Since dE = kT dx, either energy integral is k · kT · π²/3. Division by h gives π²k²T/(3h).

With xᵖ in place of x², for even p ≥ 2, the same argument makes the fermion integral 2 − 2^(2−p) times the boson one. This factor is one only at p = 2. At p = 4, for instance, the integrals are 4π⁴/15 for bosons and 7π⁴/15 for fermions.

## What the Lean theorems say

`boseKernel_integral` and `fermiKernel_integral` each state convergence and the value π²/3, over (0,∞), written `Ioi 0`, and over ℝ respectively. `conductance_quantum_universal` says that for positive `k`, `h` and `T`, and any real `μ`, both conductances equal π²k²T/(3h), which is positive.

`fermionConductance` and `bosonConductance` are 1/h times the energy integral of heat times the temperature derivative of the occupation. The derivative `deriv` acts on temperature, with `μ` held fixed. Transmission is one at every energy: the fermion band has no bottom, and the boson spectrum starts at zero with zero chemical potential. Each spin or polarisation counts as its own channel. Electronic thermal conductance is usually quoted at zero electric current. Here that gives the same value: the temperature derivative of the Fermi function is odd about `μ`, so with transmission one at every energy a small temperature difference at equal `μ` drives no net current. With energy-dependent transmission the two conditions can give different values.

The step from reservoirs to this formula, the linear-response Landauer expression for non-interacting carriers, is taken as the definition of conductance. Within that model, a ballistic transport simulation should approach this value for each channel whose transmission is one throughout the thermally relevant energies: out to many kT on both sides of μ for fermions, and from zero up to many kT for bosons at zero chemical potential.

```lean
import Mathlib

open MeasureTheory Set
open scoped Real

namespace ThermalConductanceQuantum

noncomputable section

/-- The dimensionless fermionic heat kernel `x² eˣ / (eˣ + 1)²`. -/
def fermiKernel (x : ℝ) : ℝ := x ^ 2 * Real.exp x / (Real.exp x + 1) ^ 2

/-- The dimensionless bosonic heat kernel `x² eˣ / (eˣ - 1)²`, meant for `x ≠ 0`. -/
def boseKernel (x : ℝ) : ℝ := x ^ 2 * Real.exp x / (Real.exp x - 1) ^ 2

/-- The `n`-th term `n x² e^(-n x)` of the Boltzmann expansion of the bosonic kernel. -/
def boltzmannTerm (n : ℕ) (x : ℝ) : ℝ := n * (x ^ 2 * Real.exp (-(n * x)))

/-- The Fermi-Dirac occupation at energy `E`, chemical potential `μ` and temperature `T`,
with Boltzmann constant `k`; meant for `k T ≠ 0`. -/
def fermiDirac (k μ T E : ℝ) : ℝ := 1 / (Real.exp ((E - μ) / (k * T)) + 1)

/-- The Bose-Einstein occupation at energy `E` and temperature `T`, with zero chemical
potential; meant for `k T ≠ 0` and `E ≠ 0`. -/
def boseEinstein (k T E : ℝ) : ℝ := 1 / (Real.exp (E / (k * T)) - 1)

/-- Thermal conductance of one perfect fermionic channel, open at all energies, at fixed
chemical potential; meant for `h ≠ 0` and `k T ≠ 0`. -/
def fermionConductance (k h μ T : ℝ) : ℝ :=
  1 / h * ∫ E, (E - μ) * deriv (fun t => fermiDirac k μ t E) T

/-- Thermal conductance of one perfect bosonic channel at zero chemical potential, open at all
positive energies; meant for `h ≠ 0` and `k T ≠ 0`. -/
def bosonConductance (k h T : ℝ) : ℝ :=
  1 / h * ∫ E in Ioi (0 : ℝ), E * deriv (fun t => boseEinstein k t E) T

/-- The second moment of a decaying exponential with rate `r > 0` is `2 / r³`. -/
theorem integral_sq_mul_exp {r : ℝ} (hr : 0 < r) :
    ∫ x in Ioi (0 : ℝ), x ^ 2 * Real.exp (-(r * x)) = 2 / r ^ 3 := by
  have h := Real.integral_rpow_mul_exp_neg_mul_Ioi (a := 3) (by norm_num) hr
  have hG : Real.Gamma 3 = 2 := by
    rw [show (3 : ℝ) = ((2 : ℕ) : ℝ) + 1 by norm_num, Real.Gamma_nat_eq_factorial]
    norm_num [Nat.factorial]
  have h3 : (1 / r) ^ (3 : ℝ) = (1 / r) ^ 3 := by
    rw [show (3 : ℝ) = ((3 : ℕ) : ℝ) by norm_num, Real.rpow_natCast]
  rw [h3, hG, show (3 : ℝ) - 1 = ((2 : ℕ) : ℝ) by norm_num] at h
  simp only [Real.rpow_natCast] at h
  rw [h]
  ring

/-- For `x > 0` the bosonic kernel is the sum of its Boltzmann expansion. -/
theorem boseKernel_hasSum {x : ℝ} (hx : 0 < x) :
    HasSum (fun n : ℕ => boltzmannTerm n x) (boseKernel x) := by
  have hlt : Real.exp (-x) < 1 := Real.exp_lt_one_iff.2 (by linarith)
  have hq : ‖Real.exp (-x)‖ < 1 := by
    rwa [Real.norm_of_nonneg (Real.exp_pos _).le]
  have hpos : 0 < Real.exp x - 1 := by linarith [Real.add_one_lt_exp hx.ne']
  have hpos' : 0 < 1 - Real.exp (-x) := by linarith
  have hinv : Real.exp (-x) * Real.exp x = 1 := by
    rw [← Real.exp_add]
    simp
  -- each term is x² n qⁿ with q = e^(-x)
  have hterm : ∀ n : ℕ, boltzmannTerm n x = x ^ 2 * (n * Real.exp (-x) ^ n) := by
    intro n
    unfold boltzmannTerm
    rw [← Real.exp_nat_mul, show (n : ℝ) * (-x) = -(n * x) by ring]
    ring
  have hvalue : boseKernel x =
      x ^ 2 * (Real.exp (-x) / (1 - Real.exp (-x)) ^ 2) := by
    unfold boseKernel
    rw [← mul_div_assoc,
      div_eq_div_iff (pow_ne_zero 2 hpos.ne') (pow_ne_zero 2 hpos'.ne')]
    linear_combination x ^ 2 * (Real.exp (-x) - Real.exp x) * hinv
  simp_rw [hterm]
  rw [hvalue]
  exact (hasSum_coe_mul_geometric_of_norm_lt_one hq).mul_left (x ^ 2)

/-- The bosonic integral over the positive half-line converges and equals `π² / 3`. -/
theorem boseKernel_integral :
    IntegrableOn boseKernel (Ioi 0) ∧ ∫ x in Ioi (0 : ℝ), boseKernel x = π ^ 2 / 3 := by
  have hval : ∀ n : ℕ, ∫ x in Ioi (0 : ℝ), boltzmannTerm n x = 2 * (1 / (n : ℝ) ^ 2) := by
    intro n
    rcases Nat.eq_zero_or_pos n with rfl | hn
    · simp [boltzmannTerm]
    · have hn' : (0 : ℝ) < n := by exact_mod_cast hn
      simp only [boltzmannTerm]
      rw [integral_const_mul, integral_sq_mul_exp hn']
      field_simp
  -- a nonzero integral certifies integrability
  have hint : ∀ n : ℕ, Integrable (boltzmannTerm n) (volume.restrict (Ioi 0)) := by
    intro n
    rcases Nat.eq_zero_or_pos n with rfl | hn
    · have h0 : boltzmannTerm 0 = fun _ => 0 := by
        ext x
        simp [boltzmannTerm]
      rw [h0]
      simp
    · by_contra h
      have h0 := hval n
      rw [integral_undef h] at h0
      have : 0 < 2 * (1 / (n : ℝ) ^ 2) := by positivity
      linarith
  have hnorm : ∀ (n : ℕ) (x : ℝ), ‖boltzmannTerm n x‖ = boltzmannTerm n x := by
    intro n x
    apply Real.norm_of_nonneg
    unfold boltzmannTerm
    positivity
  have hsum : Summable fun n : ℕ => ∫ x in Ioi (0 : ℝ), ‖boltzmannTerm n x‖ := by
    simp_rw [hnorm, hval]
    exact hasSum_zeta_two.summable.mul_left 2
  -- exchange sum and integral, then use the value of ζ(2)
  have hs := hasSum_integral_of_summable_integral_norm hint hsum
  simp_rw [hval] at hs
  have hB : ∫ x in Ioi (0 : ℝ), boseKernel x = π ^ 2 / 3 := by
    calc ∫ x in Ioi (0 : ℝ), boseKernel x
        = ∫ x in Ioi (0 : ℝ), ∑' n : ℕ, boltzmannTerm n x :=
          setIntegral_congr_fun measurableSet_Ioi
            (fun x hx => (boseKernel_hasSum hx).tsum_eq.symm)
      _ = 2 * (π ^ 2 / 6) := hs.unique (hasSum_zeta_two.mul_left 2)
      _ = π ^ 2 / 3 := by ring
  refine ⟨?_, hB⟩
  by_contra h
  rw [integral_undef h] at hB
  have : 0 < π ^ 2 / 3 := by positivity
  linarith

/-- For `x > 0` the fermionic kernel at `x` is the bosonic kernel at `x` minus the bosonic
kernel at `2 x`. -/
theorem fermiKernel_eq_bose_sub {x : ℝ} (hx : 0 < x) :
    fermiKernel x = boseKernel x - boseKernel (2 * x) := by
  have h1 : Real.exp x - 1 ≠ 0 := by
    have : 0 < Real.exp x - 1 := by linarith [Real.add_one_lt_exp hx.ne']
    exact this.ne'
  have h3 : Real.exp x + 1 ≠ 0 := by positivity
  have h2 : Real.exp (2 * x) = Real.exp x ^ 2 := by rw [two_mul, Real.exp_add, sq]
  have hf : Real.exp x ^ 2 - 1 = (Real.exp x - 1) * (Real.exp x + 1) := by ring
  unfold fermiKernel boseKernel
  rw [h2, hf, div_sub_div _ _ (pow_ne_zero 2 h1) (pow_ne_zero 2 (mul_ne_zero h1 h3)),
    div_eq_div_iff (pow_ne_zero 2 h3)
      (mul_ne_zero (pow_ne_zero 2 h1) (pow_ne_zero 2 (mul_ne_zero h1 h3)))]
  ring

/-- The fermionic integral over the real line converges and equals `π² / 3`. -/
theorem fermiKernel_integral :
    Integrable fermiKernel ∧ ∫ x, fermiKernel x = π ^ 2 / 3 := by
  obtain ⟨hBi, hB⟩ := boseKernel_integral
  have h2 : (0 : ℝ) < 2 := by norm_num
  have hBi2 : IntegrableOn (fun x => boseKernel (2 * x)) (Ioi 0) :=
    (integrableOn_Ioi_comp_mul_left_iff boseKernel 0 h2).2 (by rw [mul_zero]; exact hBi)
  -- the half-line integral is half the bosonic one
  have hhalf : ∫ x in Ioi (0 : ℝ), fermiKernel x = π ^ 2 / 6 := by
    calc ∫ x in Ioi (0 : ℝ), fermiKernel x
        = ∫ x in Ioi (0 : ℝ), (boseKernel x - boseKernel (2 * x)) :=
          setIntegral_congr_fun measurableSet_Ioi (fun x hx => fermiKernel_eq_bose_sub hx)
      _ = π ^ 2 / 6 := by
          rw [integral_sub hBi hBi2, integral_comp_mul_left_Ioi boseKernel 0 h2, mul_zero,
            hB, smul_eq_mul]
          ring
  -- the kernel is even
  have heven : ∀ x, fermiKernel (-x) = fermiKernel x := by
    intro x
    have hinv : Real.exp (-x) * Real.exp x = 1 := by
      rw [← Real.exp_add]
      simp
    unfold fermiKernel
    rw [div_eq_div_iff (by positivity) (by positivity)]
    linear_combination x ^ 2 * (Real.exp x - Real.exp (-x)) * hinv
  have habs : ∀ x, fermiKernel |x| = fermiKernel x := by
    intro x
    rcases abs_choice x with h | h
    · rw [h]
    · rw [h, heven]
  have hF : ∫ x, fermiKernel x = π ^ 2 / 3 := by
    have h := integral_comp_abs (f := fermiKernel)
    simp_rw [habs] at h
    rw [h, hhalf]
    ring
  refine ⟨?_, hF⟩
  by_contra h
  rw [integral_undef h] at hF
  have : 0 < π ^ 2 / 3 := by positivity
  linarith

/-- Heat `a` times the temperature derivative of the occupation `1 / (e^(a/kT) + s)` is `k`
times a dimensionless kernel in `a/kT`, for `k, T > 0` and a nonzero denominator. -/
theorem heat_mul_deriv {k T a s : ℝ} (hk : 0 < k) (hT : 0 < T)
    (hs : Real.exp (a / (k * T)) + s ≠ 0) :
    a * deriv (fun t => 1 / (Real.exp (a / (k * t)) + s)) T =
      k * ((a / (k * T)) ^ 2 * Real.exp (a / (k * T)) /
        (Real.exp (a / (k * T)) + s) ^ 2) := by
  have h1 : HasDerivAt (fun t : ℝ => k * t) k T := by
    simpa using (hasDerivAt_id T).const_mul k
  have h2 : HasDerivAt (fun t : ℝ => a / (k * t)) (-(a / (k * T)) / T) T :=
    ((hasDerivAt_const T a).fun_div h1 (mul_pos hk hT).ne').congr_deriv
      (by field_simp; ring)
  have h3 : HasDerivAt (fun t : ℝ => 1 / (Real.exp (a / (k * t)) + s))
      ((0 * (Real.exp (a / (k * T)) + s) -
        1 * (Real.exp (a / (k * T)) * (-(a / (k * T)) / T))) /
        (Real.exp (a / (k * T)) + s) ^ 2) T :=
    (hasDerivAt_const T (1 : ℝ)).fun_div (h2.exp.add_const s) hs
  rw [h3.deriv]
  have ha : a / T = k * (a / (k * T)) := by field_simp
  generalize a / (k * T) = x at ha ⊢
  linear_combination x * Real.exp x / (Real.exp x + s) ^ 2 * ha

/-- For `k, T > 0` the fermionic heat integral over all energies is `π² k² T / 3`. -/
theorem fermion_heat_integral {k T : ℝ} (μ : ℝ) (hk : 0 < k) (hT : 0 < T) :
    ∫ E, (E - μ) * deriv (fun t => fermiDirac k μ t E) T = π ^ 2 * k ^ 2 * T / 3 := by
  have hfun : ∀ E, (E - μ) * deriv (fun t => fermiDirac k μ t E) T =
      k * fermiKernel ((E - μ) / (k * T)) := fun E =>
    heat_mul_deriv (a := E - μ) (s := 1) hk hT (by positivity)
  have hshift : ∫ E, fermiKernel ((E - μ) / (k * T)) = ∫ E, fermiKernel (E / (k * T)) :=
    integral_sub_right_eq_self (fun y => fermiKernel (y / (k * T))) μ
  simp_rw [hfun]
  rw [integral_const_mul, hshift, Measure.integral_comp_div fermiKernel (k * T),
    fermiKernel_integral.2, abs_of_pos (mul_pos hk hT), smul_eq_mul]
  ring

/-- For `k, T > 0` the bosonic heat integral over positive energies, at zero chemical potential, is
`π² k² T / 3`. -/
theorem boson_heat_integral {k T : ℝ} (hk : 0 < k) (hT : 0 < T) :
    ∫ E in Ioi (0 : ℝ), E * deriv (fun t => boseEinstein k t E) T =
      π ^ 2 * k ^ 2 * T / 3 := by
  have hkT : 0 < k * T := mul_pos hk hT
  have hfun : ∀ E ∈ Ioi (0 : ℝ), E * deriv (fun t => boseEinstein k t E) T =
      k * boseKernel ((k * T)⁻¹ * E) := by
    intro E hE
    have hx : 0 < E / (k * T) := div_pos hE hkT
    have hne : Real.exp (E / (k * T)) + -1 ≠ 0 := by
      have : 0 < Real.exp (E / (k * T)) + -1 := by
        linarith [Real.add_one_lt_exp hx.ne']
      exact this.ne'
    have h := heat_mul_deriv hk hT hne
    simp only [← sub_eq_add_neg] at h
    rw [show (k * T)⁻¹ * E = E / (k * T) by rw [div_eq_mul_inv, mul_comm]]
    exact h
  rw [setIntegral_congr_fun measurableSet_Ioi hfun, integral_const_mul,
    integral_comp_mul_left_Ioi boseKernel 0 (inv_pos.2 hkT), mul_zero, inv_inv,
    boseKernel_integral.2, smul_eq_mul]
  ring

/-- For positive `k`, `h` and `T`, one perfect channel has the same positive thermal conductance
`π² k² T / (3 h)` for fermions, at any chemical potential, and for bosons at zero chemical
potential. -/
theorem conductance_quantum_universal {k h T : ℝ} (μ : ℝ)
    (hk : 0 < k) (hh : 0 < h) (hT : 0 < T) :
    0 < π ^ 2 * k ^ 2 * T / (3 * h) ∧
      fermionConductance k h μ T = π ^ 2 * k ^ 2 * T / (3 * h) ∧
      bosonConductance k h T = π ^ 2 * k ^ 2 * T / (3 * h) := by
  refine ⟨by positivity, ?_, ?_⟩
  · rw [fermionConductance, fermion_heat_integral μ hk hT]
    ring
  · rw [bosonConductance, boson_heat_integral hk hT]
    ring

end

end ThermalConductanceQuantum
```

```lean
#print axioms ThermalConductanceQuantum.conductance_quantum_universal
-- 'ThermalConductanceQuantum.conductance_quantum_universal' depends on axioms: [propext, Classical.choice, Quot.sound]
```

## From the series to the conductance in Lean

`integral_sq_mul_exp` gets 2/r³ from the Gamma integral, and `boseKernel_hasSum` sums the series Σ n qⁿ; its sum starts at n = 0, where the term vanishes. In `boseKernel_integral`, `hasSum_integral_of_summable_integral_norm` performs the exchange and `hasSum_zeta_two` supplies π²/6. Convergence is then read off from the value: Lean assigns integral zero to a non-integrable function, and π²/3 is not zero.

`fermiKernel_eq_bose_sub` is the identity above, proved by clearing denominators and `ring`. `fermiKernel_integral` integrates it, using `integral_comp_mul_left_Ioi` for the rescaling and `integral_comp_abs` for the doubling.

`heat_mul_deriv` differentiates the occupation for a general `s`, so one calculation serves both statistics. `fermion_heat_integral` shifts the energy by `μ` and rescales by `k * T`; `boson_heat_integral` only rescales. The last theorem divides by `h`.
